# An antisymmetrized Hartree product is the unnormalised Slater determinant divided by N!, and it vanishes exactly when the orbitals are linearly dependent

I built a three-electron trial function from spin-orbitals $\varphi_0$, $\varphi_1$ and $\varphi_2=\varphi_0+\varphi_1$, antisymmetrized the product, and could not normalise it: the function is zero everywhere. I knew that two equal orbitals give zero, but no two of mine are equal. How does the signed sum over permutations produce this zero, and how can I tell from the orbitals alone whether it will happen?

## Equal orbitals are one case of linear dependence

Your orbitals satisfy $\varphi_0+\varphi_1-\varphi_2=0$, and any such linear relation makes the antisymmetrized product vanish. Without a relation, it is nonzero at some configuration. Both facts follow once the signed sum is recognised as a determinant.

### The signed sum over permutations

Let $x=(x_0,\dots,x_{N-1})$ be the coordinates of the $N$ particles, each $x_i$ a point of a one-particle space $X$. For a permutation $\sigma$ of the particle labels, define

$$(P_\sigma\Psi)(x)=\Psi(x_{\sigma(0)},\dots,x_{\sigma(N-1)}),\qquad A\Psi=\frac1{N!}\sum_\sigma \operatorname{sgn}(\sigma)\,P_\sigma\Psi .$$

Applying $P_\tau$ to $A\Psi$ replaces $\sigma$ by $\rho=\tau\sigma$ inside $\Psi$. Since $\operatorname{sgn}(\sigma)=\operatorname{sgn}(\tau)\operatorname{sgn}(\rho)$, and $\rho$ runs over all permutations as $\sigma$ does,

$$P_\tau A\Psi=\frac{\operatorname{sgn}(\tau)}{N!}\sum_\rho \operatorname{sgn}(\rho)\,P_\rho\Psi=\operatorname{sgn}(\tau)\,A\Psi .$$

So $A\Psi$ is antisymmetric. If $\Psi$ is already antisymmetric, each term of the sum is $\operatorname{sgn}(\sigma)^2\Psi=\Psi$. The $N!$ equal terms cancel the prefactor and $A\Psi=\Psi$. Hence $A^2=A$.

Now take the Hartree product $\Phi(x)=\prod_i\varphi_i(x_i)$ and the Slater matrix $S_{ij}(x)=\varphi_j(x_i)$. Then

$$(A\Phi)(x)=\frac1{N!}\sum_\sigma\operatorname{sgn}(\sigma)\prod_i\varphi_i(x_{\sigma(i)})
=\frac1{N!}\sum_\sigma\operatorname{sgn}(\sigma)\prod_i S_{\sigma(i)\,i}(x)=\frac{\det S(x)}{N!},$$

by the Leibniz formula. Two equal orbitals give two equal columns, so the determinant is zero.

### When the determinant is zero everywhere

Suppose $\sum_j g_j\varphi_j=0$ with some $g_j\neq0$. At every configuration,

$$(S(x)g)_k=\sum_j\varphi_j(x_k)\,g_j=0 .$$

The matrix has a nonzero null vector, so $\det S(x)=0$. In your case $g=(1,1,-1)$.

Conversely, let the orbitals be linearly independent. To each point $p\in X$ assign the vector $v(p)=(\varphi_0(p),\dots,\varphi_{N-1}(p))\in\mathbb C^N$. If these vectors did not span $\mathbb C^N$, some nonzero linear functional $w\mapsto\sum_j a_jw_j$ would vanish on all of them. That would mean $\sum_ja_j\varphi_j(p)=0$ for every $p$, a linear relation between the orbitals, which is excluded. So the vectors span, and $N$ of them, $v(x_0),\dots,v(x_{N-1})$, form a basis. They are the rows of $S(x)$, and therefore $\det S(x)\neq0$.

### The same argument in Lean

```lean
import Mathlib

open Finset

namespace Antisymmetrizer

noncomputable section

variable {N : ℕ} {X : Type*}

/-- The sign of a permutation of the particles, as a complex number. -/
abbrev sgn (σ : Equiv.Perm (Fin N)) : ℂ := ((Equiv.Perm.sign σ : ℤ) : ℂ)

/-- The operator `P_σ`, which permutes the particle coordinates of a wavefunction. -/
def permute (σ : Equiv.Perm (Fin N)) (Ψ : (Fin N → X) → ℂ) : (Fin N → X) → ℂ :=
  fun x => Ψ (fun i => x (σ i))

/-- The antisymmetrizer `(1/N!) ∑ sign(σ) P_σ` on `N`-particle wavefunctions. -/
def antisymmetrizer (Ψ : (Fin N → X) → ℂ) : (Fin N → X) → ℂ :=
  fun x => (N.factorial : ℂ)⁻¹ * ∑ σ : Equiv.Perm (Fin N), sgn σ * permute σ Ψ x

/-- The Hartree product: particle `i` occupies orbital `φ i`. -/
def hartree (φ : Fin N → X → ℂ) : (Fin N → X) → ℂ :=
  fun x => ∏ i, φ i (x i)

/-- The Slater matrix: row `i` belongs to particle `i`, column `j` to orbital `j`. -/
def slaterMatrix (φ : Fin N → X → ℂ) (x : Fin N → X) : Matrix (Fin N) (Fin N) ℂ :=
  Matrix.of fun i j => φ j (x i)

/-- The sign of a permutation squares to one. -/
theorem sgn_mul_self (σ : Equiv.Perm (Fin N)) : sgn σ * sgn σ = 1 := by
  rcases Int.units_eq_one_or (Equiv.Perm.sign σ) with h | h <;> simp [sgn, h]

/-- An antisymmetrized wavefunction is multiplied by `sign(τ)` when the particles are
permuted by `τ`. -/
theorem permute_antisymmetrizer (τ : Equiv.Perm (Fin N)) (Ψ : (Fin N → X) → ℂ)
    (x : Fin N → X) :
    permute τ (antisymmetrizer Ψ) x = sgn τ * antisymmetrizer Ψ x := by
  -- replace the summation variable by its product with `τ`
  have key : ∑ σ : Equiv.Perm (Fin N), sgn σ * permute σ Ψ (fun i => x (τ i))
      = ∑ σ : Equiv.Perm (Fin N), sgn τ * (sgn σ * permute σ Ψ x) := by
    refine (Finset.sum_congr rfl fun σ _ => ?_).trans
      (Equiv.sum_comp (Equiv.mulLeft τ) (fun σ => sgn τ * (sgn σ * permute σ Ψ x)))
    change sgn σ * permute σ Ψ (fun i => x (τ i))
      = sgn τ * (sgn (τ * σ) * permute σ Ψ (fun i => x (τ i)))
    have hmul : sgn (τ * σ) = sgn τ * sgn σ := by
      simp [sgn, Equiv.Perm.sign_mul]
    rw [hmul]
    linear_combination
      (-(sgn σ * permute σ Ψ (fun i => x (τ i)))) * sgn_mul_self τ
  change (N.factorial : ℂ)⁻¹ *
      ∑ σ : Equiv.Perm (Fin N), sgn σ * permute σ Ψ (fun i => x (τ i))
    = sgn τ * ((N.factorial : ℂ)⁻¹ * ∑ σ : Equiv.Perm (Fin N), sgn σ * permute σ Ψ x)
  rw [key, ← Finset.mul_sum]
  ring

/-- The antisymmetrizer leaves every antisymmetric wavefunction unchanged. -/
theorem antisymmetrizer_of_antisymmetric (Ψ : (Fin N → X) → ℂ)
    (h : ∀ σ x, permute σ Ψ x = sgn σ * Ψ x) : antisymmetrizer Ψ = Ψ := by
  funext x
  -- all `N!` terms of the sum are equal
  have hterm : ∀ σ : Equiv.Perm (Fin N), sgn σ * permute σ Ψ x = Ψ x := fun σ => by
    rw [h σ x, ← mul_assoc, sgn_mul_self, one_mul]
  have hN : (N.factorial : ℂ) ≠ 0 := Nat.cast_ne_zero.mpr N.factorial_ne_zero
  simp only [antisymmetrizer, hterm, Finset.sum_const, Finset.card_univ,
    Fintype.card_perm, Fintype.card_fin, nsmul_eq_mul]
  rw [← mul_assoc, inv_mul_cancel₀ hN, one_mul]

/-- The antisymmetrizer is idempotent: applying it twice is the same as applying it once. -/
theorem antisymmetrizer_idempotent (Ψ : (Fin N → X) → ℂ) :
    antisymmetrizer (antisymmetrizer Ψ) = antisymmetrizer Ψ :=
  antisymmetrizer_of_antisymmetric _ fun σ x => permute_antisymmetrizer σ Ψ x

/-- The antisymmetrized Hartree product is the Slater determinant of the orbitals
divided by `N!`. -/
theorem antisymmetrizer_hartree (φ : Fin N → X → ℂ) (x : Fin N → X) :
    antisymmetrizer (hartree φ) x = (slaterMatrix φ x).det / (N.factorial : ℂ) := by
  rw [div_eq_inv_mul, Matrix.det_apply']
  rfl

/-- The antisymmetrized Hartree product vanishes when two of the orbitals are equal. -/
theorem antisymmetrizer_hartree_eq_zero_of_eq (φ : Fin N → X → ℂ) {i j : Fin N}
    (hij : i ≠ j) (h : φ i = φ j) : antisymmetrizer (hartree φ) = 0 := by
  funext x
  -- two columns of the Slater matrix coincide
  have hdet : (slaterMatrix φ x).det = 0 :=
    Matrix.det_zero_of_column_eq hij fun k => congrFun h (x k)
  rw [antisymmetrizer_hartree, hdet, zero_div, Pi.zero_apply]

/-- For linearly independent orbitals there is a configuration of the particles at which
the Slater determinant is not zero. -/
theorem exists_slater_det_ne_zero (φ : Fin N → X → ℂ) (h : LinearIndependent ℂ φ) :
    ∃ x : Fin N → X, (slaterMatrix φ x).det ≠ 0 := by
  let v : X → (Fin N → ℂ) := fun p j => φ j p
  -- a functional vanishing on all orbital-value vectors would be a linear relation
  have hspan : Submodule.span ℂ (Set.range v) = ⊤ := by
    by_contra hne
    obtain ⟨f, hf, hker⟩ :=
      Submodule.exists_le_ker_of_lt_top _ (lt_top_iff_ne_top.mpr hne)
    have hz : ∀ j, f (fun k => if j = k then 1 else 0) = 0 := by
      apply Fintype.linearIndependent_iff.mp h
        (fun j => f (fun k => if j = k then 1 else 0))
      funext p
      have hp : f (v p) = 0 := hker (Submodule.subset_span ⟨p, rfl⟩)
      rw [LinearMap.pi_apply_eq_sum_univ] at hp
      simp only [Finset.sum_apply, Pi.smul_apply, smul_eq_mul, Pi.zero_apply]
      exact (Finset.sum_congr rfl fun j _ => mul_comm _ _).trans hp
    apply hf
    refine LinearMap.ext fun w => ?_
    rw [LinearMap.pi_apply_eq_sum_univ]
    simp only [hz, smul_zero, Finset.sum_const_zero, LinearMap.zero_apply]
  -- choose particle positions whose orbital-value vectors form a basis
  obtain ⟨b, hb, hbs, hli⟩ := exists_linearIndependent ℂ (Set.range v)
  have htop : Submodule.span ℂ (Set.range (Subtype.val : b → (Fin N → ℂ))) = ⊤ := by
    rw [Subtype.range_coe, hbs, hspan]
  let e := (Pi.basisFun ℂ (Fin N)).indexEquiv (Module.Basis.mk hli htop.ge)
  have hmem : ∀ i, ∃ p, v p = (e i : Fin N → ℂ) := fun i => hb (e i).2
  choose x hx using hmem
  refine ⟨x, ?_⟩
  have hrow : LinearIndependent ℂ (slaterMatrix φ x).row := by
    have hcomp := hli.comp e e.injective
    have hfun : (slaterMatrix φ x).row = fun i => (e i : Fin N → ℂ) :=
      funext fun i => hx i
    rw [hfun]
    exact hcomp
  have hunit := Matrix.linearIndependent_rows_iff_isUnit.mp hrow
  exact ((Matrix.isUnit_iff_isUnit_det _).mp hunit).ne_zero

/-- The antisymmetrized Hartree product vanishes identically if and only if the orbitals
are linearly dependent. -/
theorem antisymmetrizer_hartree_eq_zero_iff (φ : Fin N → X → ℂ) :
    antisymmetrizer (hartree φ) = 0 ↔ ¬ LinearIndependent ℂ φ := by
  constructor
  · intro h0 hli
    obtain ⟨x, hx⟩ := exists_slater_det_ne_zero φ hli
    have hval := congrFun h0 x
    rw [antisymmetrizer_hartree, Pi.zero_apply] at hval
    exact div_ne_zero hx (Nat.cast_ne_zero.mpr N.factorial_ne_zero) hval
  · intro hdep
    obtain ⟨g, hg, i, hi⟩ := Fintype.not_linearIndependent_iff.mp hdep
    funext x
    -- the coefficients of the relation form a null vector of the Slater matrix
    have hdet : (slaterMatrix φ x).det = 0 := by
      refine Matrix.exists_mulVec_eq_zero_iff.mp ⟨g, fun h => hi (congrFun h i), ?_⟩
      funext k
      have hk := congrFun hg (x k)
      simp only [Finset.sum_apply, Pi.smul_apply, smul_eq_mul, Pi.zero_apply] at hk
      exact (Finset.sum_congr rfl fun j _ => mul_comm _ _).trans hk
    rw [antisymmetrizer_hartree, hdet, zero_div, Pi.zero_apply]

end

end Antisymmetrizer
```

```lean
#print axioms Antisymmetrizer.antisymmetrizer_idempotent
-- 'Antisymmetrizer.antisymmetrizer_idempotent' depends on axioms: [propext, Classical.choice, Quot.sound]
#print axioms Antisymmetrizer.antisymmetrizer_hartree_eq_zero_of_eq
-- 'Antisymmetrizer.antisymmetrizer_hartree_eq_zero_of_eq' depends on axioms: [propext, Classical.choice, Quot.sound]
#print axioms Antisymmetrizer.antisymmetrizer_hartree_eq_zero_iff
-- 'Antisymmetrizer.antisymmetrizer_hartree_eq_zero_iff' depends on axioms: [propext, Classical.choice, Quot.sound]
```

### What the theorems say about wavefunctions

A wavefunction is any function `(Fin N → X) → ℂ`, where `Fin N` labels the particles from $0$ to $N-1$. The type `X` is arbitrary: it can be position, position together with spin, or a set of lattice sites. With spin included, one nonzero spatial orbital used with spin up and with spin down gives two linearly independent functions on `X`.

The family `φ : Fin N → X → ℂ` contains one orbital per particle, with no orthogonality or normalisation assumed. The name `hartree` means the product function, not the Hartree self-consistent-field method.

`antisymmetrizer_hartree` states the determinant formula at every configuration; "Slater determinant" in its comment means $\det S$, without the usual factor $1/\sqrt{N!}$. `antisymmetrizer_hartree_eq_zero_of_eq` says that the whole function is zero if `φ i = φ j` for two different labels. `antisymmetrizer_hartree_eq_zero_iff` answers your question: the function is zero if and only if `LinearIndependent ℂ φ` fails. For $N=1$, linear independence fails exactly when the single orbital is the zero function.

The prefactor $1/N!$ makes `antisymmetrizer` idempotent; some textbooks use $1/\sqrt{N!}$ instead. For orthonormal orbitals the normalised state is $\det S/\sqrt{N!}$, which is $\sqrt{N!}$ times the function here.

Physically, this is the exclusion principle for a single product of orbitals, with antisymmetry imposed by $A$ and not derived; correlated states that need several determinants are a wider class.

One step remains between this model and Hilbert space. Here "nonzero" means nonzero at some configuration, whereas a quantum state needs a positive norm. For continuous orbitals in ordinary space the step is short, because a determinant that is nonzero at one configuration stays nonzero on a neighbourhood of it; this last argument is ordinary analysis added to the checked theorems.

### How the lemmas carry the derivation

`sgn_mul_self` proves $\operatorname{sgn}(\sigma)^2=1$ by looking at the two possible signs. In `permute_antisymmetrizer`, the change of variable $\rho=\tau\sigma$ is `Equiv.sum_comp` applied to `Equiv.mulLeft τ`. The fact `hmul` splits the sign of the product, and `linear_combination` uses $\operatorname{sgn}(\tau)^2=1$ to match the terms.

`antisymmetrizer_of_antisymmetric` shows in `hterm` that every term of the sum equals $\Psi(x)$, counts $N!$ of them, and cancels the factorial. `antisymmetrizer_idempotent` applies this to the output of the antisymmetrizer, which `permute_antisymmetrizer` has shown to be antisymmetric.

For `antisymmetrizer_hartree`, `Matrix.det_apply'` is the Leibniz formula with the permutation acting on the row index. This is the arrangement $S_{\sigma(i)\,i}$ found above, so the two sides then agree by definition and `rfl` closes the goal. The theorem on equal orbitals passes the two equal columns to `Matrix.det_zero_of_column_eq`.

`exists_slater_det_ne_zero` contains the spanning argument. Its fact `hspan` assumes that the vectors `v p` do not span, obtains a nonzero functional `f` that vanishes on them, and uses the independence of the orbitals to show in `hz` that all coefficients of `f` are zero. Next, `exists_linearIndependent` selects an independent subset `b` with the same span, and `indexEquiv` matches its members with the $N$ particle labels. The `choose` step picks a point of `X` for each selected vector. The rows of the Slater matrix are then independent, so the matrix is invertible and its determinant is nonzero.

The final equivalence combines the two directions. If the orbitals were independent, the configuration just found would contradict the vanishing of the function. If they are dependent, the coefficients `g` of the relation are handed to `Matrix.exists_mulVec_eq_zero_iff` as the null vector.

### The determinant in a Monte Carlo step

In variational Monte Carlo with a single-determinant trial function, the electrons sit at a definite configuration $x$. A simple program can evaluate each orbital at each electron's coordinates, fill the matrix $\varphi_j(x_i)$, and obtain its determinant by LU factorisation, at a cost that grows as $N^3$. Production codes commonly use a product of a spin-up and a spin-down determinant, and after moving one electron they update a stored inverse matrix instead of factorising again. For ten electrons the signed sum would have $3\,628\,800$ terms, while the matrix has 100 entries. With your three orbitals, the third column is the sum of the first two at every configuration, so the trial function is zero everywhere and defines no probability distribution to sample.
